# A Krylov space with an exact resonant response at one energy has it at every non-eigenvalue energy

In resonant X-ray emission, absorption prepares a core-excited vector \(b\), and the intermediate state at complex energy \(z\) is the response \(x=(z-H)^{-1}b\), which is needed at many incident energies. Here "response" means a solution of \((z-H)x=b\), not the output of Lean's matrix inverse, which is zero for a singular matrix and would put a spurious response in every Krylov space.

\(H\) is any complex square matrix, Hermitian or not, on a finite set `ι` of core-excited basis states. The energy \(z\) is the photon energy plus the ground-state energy, with the half width at half maximum of the lifetime broadening as imaginary part. The vector \(b\) is assumed to be the same at every energy, as in the dipole approximation with fixed polarisation. Truncating the real core-excited Hamiltonian, continuum included, to this finite matrix is a step that the hypotheses leave to the user.

```lean
import Mathlib

open Polynomial
open scoped Matrix

namespace ResonantEmissionKrylov

noncomputable section

variable {ι : Type*} [Fintype ι] [DecidableEq ι]
```

## The space and the response equation

For a natural number \(n\), let
\[
K=\operatorname{span}\{b,Hb,\dots,H^{n-1}b\}.
\]
In Lean, `*ᵥ` applies a matrix to a vector, and `Fin n` supplies the exponents \(0,\dots,n-1\).

```lean
/-- The Krylov space spanned by `b, H b, ..., H^(n-1) b`. -/
def krylov (H : Matrix ι ι ℂ) (b : ι → ℂ) (n : ℕ) : Submodule ℂ (ι → ℂ) :=
  Submodule.span ℂ (Set.range fun k : Fin n => (H ^ (k : ℕ)) *ᵥ b)
```

The name `detuning` denotes the whole matrix \(z-H\), not a scalar energy difference.

```lean
/-- The matrix `z - H` of the response equation at complex energy `z`. -/
def detuning (H : Matrix ι ι ℂ) (z : ℂ) : Matrix ι ι ℂ :=
  z • (1 : Matrix ι ι ℂ) - H
```

`NonResonant` means only that \(z\) is not an eigenvalue. For Hermitian \(H\), every \(z\) with nonzero imaginary part qualifies, even at the top of an absorption peak.

```lean
/-- The energy `z` is not an eigenvalue of `H`: only the zero vector satisfies `H v = z v`. -/
def NonResonant (H : Matrix ι ι ℂ) (z : ℂ) : Prop :=
  ∀ v : ι → ℂ, H *ᵥ v = z • v → v = 0
```

Acting on a vector, \((z-H)v=zv-Hv\).

```lean
/-- The matrix `z - H` sends a vector `v` to `z v - H v`. -/
theorem detuning_mulVec (H : Matrix ι ι ℂ) (z : ℂ) (v : ι → ℂ) :
    detuning H z *ᵥ v = z • v - H *ᵥ v := by
  rw [detuning, Matrix.sub_mulVec, Matrix.smul_mulVec, Matrix.one_mulVec]
```

## From one exact response to an invariant space

The elements of \(K\) are the vectors \(p(H)b\) with \(\deg p<n\). Each generator \(H^kb\) comes from \(p=X^k\), and sums and multiples of vectors match those of polynomials. Lean runs this argument as an induction over the span in each direction, writing \(p(H)\) as `aeval H p`.

```lean
/-- The Krylov space consists of the vectors `p(H) b` with `p` a polynomial of degree
below `n`. -/
theorem mem_krylov_iff {H : Matrix ι ι ℂ} {b : ι → ℂ} {n : ℕ} {v : ι → ℂ} :
    v ∈ krylov H b n ↔ ∃ p ∈ degreeLT ℂ n, aeval H p *ᵥ b = v := by
  constructor
  · intro hv
    unfold krylov at hv
    induction hv using Submodule.span_induction with
    | mem x hx =>
      obtain ⟨k, rfl⟩ := hx
      refine ⟨X ^ (k : ℕ), mem_degreeLT.2 ?_, by simp⟩
      rw [degree_X_pow]
      exact_mod_cast k.2
    | zero => exact ⟨0, Submodule.zero_mem _, by simp⟩
    | add x y _ _ ihx ihy =>
      obtain ⟨p, hp, rfl⟩ := ihx
      obtain ⟨q, hq, rfl⟩ := ihy
      exact ⟨p + q, Submodule.add_mem _ hp hq, by rw [map_add, Matrix.add_mulVec]⟩
    | smul a x _ ih =>
      obtain ⟨p, hp, rfl⟩ := ih
      exact ⟨a • p, Submodule.smul_mem _ a hp, by rw [map_smul, Matrix.smul_mulVec]⟩
  · rintro ⟨p, hp, rfl⟩
    rw [degreeLT_eq_span_X_pow] at hp
    induction hp using Submodule.span_induction with
    | mem x hx =>
      simp only [Finset.coe_image, Set.mem_image, Finset.mem_coe, Finset.mem_range] at hx
      obtain ⟨k, hk, rfl⟩ := hx
      exact Submodule.subset_span ⟨⟨k, hk⟩, by simp⟩
    | zero => simp
    | add x y _ _ ihx ihy =>
      rw [map_add, Matrix.add_mulVec]
      exact Submodule.add_mem _ ihx ihy
    | smul a x _ ih =>
      rw [map_smul, Matrix.smul_mulVec]
      exact Submodule.smul_mem _ a ih
```

Suppose \(q\neq0\), \(\deg q\le n\) and \(q(H)b=0\). Divide any polynomial \(p\) by \(q\), so that \(p=sq+r\) with \(\deg r<\deg q\le n\). Then
\[
p(H)b=s(H)\,q(H)b+r(H)b=r(H)b\in K .
\]

```lean
/-- If a nonzero polynomial `q` of degree at most `n` satisfies `q(H) b = 0`, then `p(H) b`
lies in the Krylov space for every polynomial `p`. -/
theorem aeval_mem_of_annihilator {H : Matrix ι ι ℂ} {b : ι → ℂ} {n : ℕ} {q : ℂ[X]}
    (hq : q ≠ 0) (hdeg : q.degree ≤ n) (hqb : aeval H q *ᵥ b = 0) (p : ℂ[X]) :
    aeval H p *ᵥ b ∈ krylov H b n := by
  -- the remainder of `p` on division by `q` acts on `b` as `p` does
  have h : aeval H p = aeval H (p / q) * aeval H q + aeval H (p % q) := by
    rw [← map_mul, ← map_add, mul_comm, EuclideanDomain.div_add_mod]
  refine mem_krylov_iff.2
    ⟨p % q, mem_degreeLT.2 (lt_of_lt_of_le (degree_mod_lt p hq) hdeg), ?_⟩
  rw [h, Matrix.add_mulVec, ← Matrix.mulVec_mulVec, hqb, Matrix.mulVec_zero, zero_add]
```

An exact response supplies such a \(q\). Write \(x=r(H)b\) with \(\deg r<n\), and set \(q=1-(z-X)r\). Then
\[
q(H)b=b-(z-H)x=0,\qquad q(z)=1,\qquad \deg q\le n .
\]
The second equation shows \(q\ne0\). Lean checks the degree by showing that all coefficients above \(n\) vanish.

```lean
/-- If the response equation `(z - H) x = b` has a solution in the Krylov space at one
energy `z`, then that space contains `p(H) b` for every polynomial `p`. -/
theorem aeval_mem_of_response {H : Matrix ι ι ℂ} {b x : ι → ℂ} {n : ℕ} {z : ℂ}
    (hx : detuning H z *ᵥ x = b) (hxK : x ∈ krylov H b n) (p : ℂ[X]) :
    aeval H p *ᵥ b ∈ krylov H b n := by
  obtain ⟨r, hr, rfl⟩ := mem_krylov_iff.1 hxK
  -- the polynomial `1 - (z - X) r` annihilates `b` and equals one at `z`
  refine aeval_mem_of_annihilator (q := 1 - (C z * r - X * r)) ?_ ?_ ?_ p
  · intro h0
    have h1 := congrArg (eval z) h0
    simp at h1
  · refine (degree_le_iff_coeff_zero _ _).2 fun m hm => ?_
    have hm' : n < m := by exact_mod_cast hm
    obtain ⟨k, rfl⟩ : ∃ k, m = k + 1 := ⟨m - 1, by omega⟩
    have hc : ∀ j, n ≤ j → r.coeff j = 0 := fun j hj =>
      coeff_eq_zero_of_degree_lt
        (lt_of_lt_of_le (mem_degreeLT.1 hr) (by exact_mod_cast hj))
    simp [coeff_one, coeff_X_mul, hc k (by omega), hc (k + 1) (by omega)]
  · have h : aeval H (1 - (C z * r - X * r)) = 1 - detuning H z * aeval H r := by
      simp only [detuning, map_sub, map_one, map_mul, aeval_C, aeval_X,
        Algebra.algebraMap_eq_smul_one, sub_mul]
    rw [h, Matrix.sub_mulVec, Matrix.one_mulVec, ← Matrix.mulVec_mulVec, hx, sub_self]
```

## Solving at another energy inside the same space

Now \(K\) contains every \(p(H)b\), in particular \(b\). If \(u=p(H)b\), then \(Hu=(Xp)(H)b\in K\), so \(w-H\) maps \(K\) into itself for any energy \(w\). If \(w\) is not an eigenvalue, \((w-H)u=0\) forces \(u=0\). An injective linear map of a finite-dimensional space into itself is surjective, so some \(y\in K\) satisfies \((w-H)y=b\).

The Lean device here is `LinearMap.restrict`. Given the invariance proof `hA`, it turns \(w-H\) into a map from \(K\) to \(K\). `LinearMap.injective_iff_surjective` then returns a preimage of \(b\) that is already an element of \(K\), with its membership proof stored as `y.2`. Applied to the full space, the same lemma would give a solution but not its location.

```lean
/-- If the Krylov space contains `p(H) b` for every polynomial `p`, then at each energy `w`
that is not an eigenvalue of `H` it contains a solution of `(w - H) y = b`. -/
theorem exists_response_of_aeval_mem {H : Matrix ι ι ℂ} {b : ι → ℂ} {n : ℕ} {w : ℂ}
    (hK : ∀ p : ℂ[X], aeval H p *ᵥ b ∈ krylov H b n) (hw : NonResonant H w) :
    ∃ y ∈ krylov H b n, detuning H w *ᵥ y = b := by
  have hb : b ∈ krylov H b n := by simpa using hK 1
  -- `w - H` maps the Krylov space into itself
  have hA : ∀ u ∈ krylov H b n, (detuning H w).mulVecLin u ∈ krylov H b n := by
    intro u hu
    rw [Matrix.mulVecLin_apply, detuning_mulVec]
    refine Submodule.sub_mem _ (Submodule.smul_mem _ w hu) ?_
    obtain ⟨p, _, rfl⟩ := mem_krylov_iff.1 hu
    have h := hK (X * p)
    rwa [map_mul, aeval_X, ← Matrix.mulVec_mulVec] at h
  -- it is injective there, hence surjective by finite dimension
  have hinj : Function.Injective ((detuning H w).mulVecLin.restrict hA) := by
    rw [← LinearMap.ker_eq_bot, LinearMap.ker_eq_bot']
    intro u hu
    have h : detuning H w *ᵥ (u : ι → ℂ) = 0 := congrArg Subtype.val hu
    rw [detuning_mulVec, sub_eq_zero] at h
    exact Subtype.ext (hw _ h.symm)
  obtain ⟨y, hy⟩ := LinearMap.injective_iff_surjective.1 hinj ⟨b, hb⟩
  exact ⟨y, y.2, congrArg Subtype.val hy⟩
```

Two solutions at \(w\) differ by a vector \(d\) with \(Hd=wd\), hence by zero. The main theorem therefore reads: if \(K\) contains a solution at one \(z\), then at every non-eigenvalue \(w\) there is exactly one solution, and it lies in \(K\). The starting energy \(z\) may itself be an eigenvalue.

```lean
/-- If the Krylov space contains a solution of `(z - H) x = b` at one energy `z`, then at
every energy `w` that is not an eigenvalue of `H` the equation `(w - H) y = b` has exactly
one solution, and it lies in the same Krylov space. -/
theorem krylov_serves_all_energies {H : Matrix ι ι ℂ} {b x : ι → ℂ} {n : ℕ} {z w : ℂ}
    (hx : detuning H z *ᵥ x = b) (hxK : x ∈ krylov H b n) (hw : NonResonant H w) :
    ∃ y ∈ krylov H b n, detuning H w *ᵥ y = b ∧
      ∀ y', detuning H w *ᵥ y' = b → y' = y := by
  obtain ⟨y, hyK, hy⟩ := exists_response_of_aeval_mem (aeval_mem_of_response hx hxK) hw
  refine ⟨y, hyK, hy, fun y' hy' => ?_⟩
  have h : detuning H w *ᵥ (y' - y) = 0 := by rw [Matrix.mulVec_sub, hy', hy, sub_self]
  rw [detuning_mulVec, sub_eq_zero] at h
  exact sub_eq_zero.1 (hw _ h.symm)
```

## A criterion without an energy

At a non-eigenvalue, \(K\) contains the response exactly when \(H^nb\in K\). The forward direction takes \(p=X^n\) above. Conversely, if \(H^nb=p(H)b\) with \(\deg p<n\), then \(q=X^n-p\) is nonzero and annihilates \(b\). For \(b\neq0\), the first \(n\) with \(H^nb\in K\) is where the Arnoldi recursion terminates in exact arithmetic. Practical calculations usually stop earlier, at a chosen accuracy, and the theorem does not cover them: a response that is merely accurate at one energy does not guarantee an accurate one at another.

```lean
/-- At an energy `z` that is not an eigenvalue of `H`, the Krylov space contains a solution
of `(z - H) x = b` if and only if it contains the next Krylov vector `H^n b`. -/
theorem response_mem_iff_next_vector_mem {H : Matrix ι ι ℂ} {b : ι → ℂ} {n : ℕ} {z : ℂ}
    (hz : NonResonant H z) :
    (∃ x ∈ krylov H b n, detuning H z *ᵥ x = b) ↔ (H ^ n) *ᵥ b ∈ krylov H b n := by
  constructor
  · rintro ⟨x, hxK, hx⟩
    simpa using aeval_mem_of_response hx hxK (X ^ n)
  · intro h
    obtain ⟨p, hp, hpb⟩ := mem_krylov_iff.1 h
    have hlt := mem_degreeLT.1 hp
    -- `X^n - p` annihilates `b`
    refine exists_response_of_aeval_mem
      (aeval_mem_of_annihilator (q := X ^ n - p) ?_ ?_ ?_) hz
    · intro h0
      have h1 := congrArg (fun r : ℂ[X] => r.coeff n) h0
      simp [coeff_eq_zero_of_degree_lt hlt] at h1
    · exact (degree_sub_le _ _).trans (max_le (degree_X_pow n).le hlt.le)
    · rw [map_sub, map_pow, aeval_X, Matrix.sub_mulVec, hpb, sub_self]
```

## Emission amplitudes

If \(K\) contains an exact response at one energy, the response at a non-eigenvalue \(w\) has the form \(y=\sum_{k<n}c_kH^kb\). The resonant term of the emission amplitude is then, up to a prefactor,
\[
f\cdot y=\sum_{k<n}c_k\,(f\cdot H^kb),
\]
where the \(c_k\) depend on \(w\) but not on the final state. The product `⬝ᵥ` does not conjugate, so \(f\) holds the components of the final-state bra multiplied by the emission operator.

```lean
/-- Suppose the Krylov space contains a solution of the response equation at one energy `z`,
and `y` solves it at an energy `w` that is not an eigenvalue of `H`. Then the amplitudes
`f · y` for all final-state vectors `f` are combinations of the `n` moments `f · H^k b`,
with coefficients that do not depend on `f`. -/
theorem emission_amplitude_from_moments {H : Matrix ι ι ℂ} {b x y : ι → ℂ} {n : ℕ}
    {z w : ℂ} (hx : detuning H z *ᵥ x = b) (hxK : x ∈ krylov H b n)
    (hw : NonResonant H w) (hy : detuning H w *ᵥ y = b) :
    ∃ c : Fin n → ℂ, ∀ f : ι → ℂ,
      f ⬝ᵥ y = ∑ k, c k * (f ⬝ᵥ ((H ^ (k : ℕ)) *ᵥ b)) := by
  obtain ⟨y₀, hK, _, huniq⟩ := krylov_serves_all_energies hx hxK hw
  rw [← huniq y hy] at hK
  obtain ⟨c, hc⟩ := (Submodule.mem_span_range_iff_exists_fun ℂ).1 hK
  refine ⟨c, fun f => ?_⟩
  rw [← hc]
  simp only [dotProduct_sum, dotProduct_smul, smul_eq_mul]
```

## The one-dimensional case

For \(n=1\) and \(b\neq0\), an exact response in \(K\) makes \(b\) an eigenvector, \(Hb=\lambda b\), and the response at a non-eigenvalue \(w\) is \(b/(w-\lambda)\). With \(H=\mathrm{diag}(1,2)\) and \(b=(1,0)\), this gives \(-b\) at \(w=0\). At \(w=1\) the first component of \((1-H)y\) is always \(0\), never \(1\), so no response exists. Some condition on \(w\) is therefore needed.

```lean
/-- For the two-level matrix `H = diag(1, 2)` and `b = (1, 0)`, the one-dimensional Krylov
space contains the solution `-b` at energy `0`, while at the eigenvalue `1` the response
equation has no solution. -/
theorem no_response_at_eigenvalue :
    (detuning !![1, 0; 0, 2] 0 *ᵥ (-![1, 0]) = ![1, 0] ∧
      -![1, 0] ∈ krylov !![1, 0; 0, 2] ![1, 0] 1) ∧
    ¬ ∃ y : Fin 2 → ℂ, detuning !![1, 0; 0, 2] 1 *ᵥ y = ![1, 0] := by
  refine ⟨⟨?_, ?_⟩, ?_⟩
  · rw [detuning_mulVec]
    ext i
    fin_cases i <;> simp
  · exact Submodule.neg_mem _ (Submodule.subset_span ⟨0, by simp⟩)
  · rintro ⟨y, hy⟩
    rw [detuning_mulVec] at hy
    have h := congrFun hy 0
    simp [dotProduct, Fin.sum_univ_two] at h

end

end ResonantEmissionKrylov
```

```lean
#print axioms ResonantEmissionKrylov.krylov_serves_all_energies
-- 'ResonantEmissionKrylov.krylov_serves_all_energies' depends on axioms: [propext, Classical.choice, Quot.sound]
#print axioms ResonantEmissionKrylov.response_mem_iff_next_vector_mem
-- 'ResonantEmissionKrylov.response_mem_iff_next_vector_mem' depends on axioms: [propext, Classical.choice, Quot.sound]
#print axioms ResonantEmissionKrylov.emission_amplitude_from_moments
-- 'ResonantEmissionKrylov.emission_amplitude_from_moments' depends on axioms: [propext, Classical.choice, Quot.sound]
#print axioms ResonantEmissionKrylov.no_response_at_eigenvalue
-- 'ResonantEmissionKrylov.no_response_at_eigenvalue' depends on axioms: [propext, Classical.choice, Quot.sound]
```
